# Switching between two repulsive energy curves that differ by a constant can create attraction

The two energies and the switch between them are taken as functions of a distance $R$ on the whole real line, but the main theorem constrains them only on a window $[a,b]$ with $a<b$. They are continuous on the closed window and differentiable inside it. Nothing is asked of the derivatives at $a$ and $b$, so the switch may have a kink where the window meets the region of a single method.

The setting is a calculation that uses one method at short distance and another at long distance, one of them perhaps the random-phase approximation (RPA). Call the long-distance energy $E_1$ and the short-distance energy $E_2$. Suppose that they differ by a constant, $E_1=E_2+c$. The constant stands for a difference in absolute energy that does not depend on $R$, such as a different account of the correlation inside each fragment. It has no effect on the forces of either method, but it does affect the forces of the blend.

In Lean 4 with Mathlib:

```lean
import Mathlib

open Set Filter Topology

namespace DistanceSwitchedBlend

noncomputable section
```

## The blended energy and its slope

With a switch $s$ that satisfies $s(a)=0$ and $s(b)=1$, the blended energy is

$$E(R)=s(R)\,E_1(R)+\bigl(1-s(R)\bigr)E_2(R).$$

```lean
/-- The blended energy `s E₁ + (1 - s) E₂` of two methods, as a function of distance. -/
def blend (s E₁ E₂ : ℝ → ℝ) : ℝ → ℝ :=
  fun R => s R * E₁ R + (1 - s R) * E₂ R
```

All three arguments of `blend` are real functions of one real variable. The definition does not require $s$ to be monotonic or to stay between 0 and 1, and the theorems don't either.

The simplest switch is the straight line

$$s(R)=\frac{R-a}{b-a}.$$

```lean
/-- The linear switch, which goes from 0 at `a` to 1 at `b`, for `a ≠ b`. -/
def linearSwitch (a b : ℝ) : ℝ → ℝ :=
  fun R => (R - a) / (b - a)
```

This line is not cut off outside the window, so only its values on $[a,b]$ have the meaning of a switch.

The product rule, applied to both terms of the blend, gives

$$E'=s'E_1+sE_1'-s'E_2+(1-s)E_2'=sE_1'+(1-s)E_2'+s'(E_1-E_2).$$

The first two terms blend the slopes of the two methods. The third belongs to neither method: it is the slope of the switch times the energy gap.

```lean
/-- Where the switch and both energies are differentiable, the slope of the blend is the blend
of the two slopes plus the slope of the switch times the energy gap. -/
theorem hasDerivAt_blend {s E₁ E₂ : ℝ → ℝ} {s' d₁ d₂ R : ℝ}
    (hs : HasDerivAt s s' R) (h₁ : HasDerivAt E₁ d₁ R) (h₂ : HasDerivAt E₂ d₂ R) :
    HasDerivAt (blend s E₁ E₂)
      (s R * d₁ + (1 - s R) * d₂ + s' * (E₁ R - E₂ R)) R := by
  have h : HasDerivAt (blend s E₁ E₂)
      (s' * E₁ R + s R * d₁ + (-s' * E₂ R + (1 - s R) * d₂)) R :=
    (hs.mul h₁).add ((hs.const_sub 1).mul h₂)
  exact h.congr_deriv (by ring)
```

`HasDerivAt f d R` says that `f` has derivative `d` at `R`. The numbers `s'`, `d₁` and `d₂` are the three slopes at that point. The proof combines Mathlib's rules for products and sums, and `ring` collects the terms as above.

Sums and products of continuous functions are continuous, so $E$ is continuous wherever $s$, $E_1$ and $E_2$ are.

```lean
/-- If the switch and both energies are continuous on a set of distances, so is the blend. -/
theorem continuousOn_blend {s E₁ E₂ : ℝ → ℝ} {S : Set ℝ}
    (hs : ContinuousOn s S) (h₁ : ContinuousOn E₁ S) (h₂ : ContinuousOn E₂ S) :
    ContinuousOn (blend s E₁ E₂) S :=
  (hs.mul h₁).add ((continuousOn_const.sub hs).mul h₂)
```

## A rise across the window forces a positive slope

At the ends of the window the blend equals a single method: $E(a)=E_2(a)$ and $E(b)=E_1(b)$. By the mean value theorem there is an $R$ in $(a,b)$ with

$$E'(R)=\frac{E(b)-E(a)}{b-a}=\frac{E_1(b)-E_2(a)}{b-a}.$$

If $E_2(a)<E_1(b)$, this slope is positive. The gap between the methods may depend on distance here.

```lean
/-- Let the switch and both energies be continuous on `[a, b]` and differentiable inside, with
the switch going from 0 to 1. If the second method at `a` lies below the first method at `b`,
the blend has positive slope somewhere in between. -/
theorem exists_pos_slope {s E₁ E₂ : ℝ → ℝ} {a b : ℝ} (hab : a < b)
    (hs : ContinuousOn s (Icc a b)) (h₁ : ContinuousOn E₁ (Icc a b))
    (h₂ : ContinuousOn E₂ (Icc a b))
    (ds : ∀ R ∈ Ioo a b, DifferentiableAt ℝ s R)
    (d₁ : ∀ R ∈ Ioo a b, DifferentiableAt ℝ E₁ R)
    (d₂ : ∀ R ∈ Ioo a b, DifferentiableAt ℝ E₂ R)
    (hsa : s a = 0) (hsb : s b = 1) (hgap : E₂ a < E₁ b) :
    ∃ R ∈ Ioo a b, 0 < deriv (blend s E₁ E₂) R := by
  have hd : DifferentiableOn ℝ (blend s E₁ E₂) (Ioo a b) := fun R hR =>
    (hasDerivAt_blend (ds R hR).hasDerivAt (d₁ R hR).hasDerivAt
      (d₂ R hR).hasDerivAt).differentiableAt.differentiableWithinAt
  obtain ⟨R, hR, hslope⟩ :=
    exists_deriv_eq_slope (blend s E₁ E₂) hab (continuousOn_blend hs h₁ h₂) hd
  -- the blend starts on the second method and ends on the first
  have ha : blend s E₁ E₂ a = E₂ a := by simp [blend, hsa]
  have hb : blend s E₁ E₂ b = E₁ b := by simp [blend, hsb]
  refine ⟨R, hR, ?_⟩
  rw [hslope, ha, hb]
  exact div_pos (sub_pos.2 hgap) (sub_pos.2 hab)
```

`Icc a b` is the closed window and `Ioo a b` the open one. The hypotheses `hsa` and `hsb` fix the direction of the switch, and `hgap` is the inequality $E_2(a)<E_1(b)$. In the proof, `exists_deriv_eq_slope` is the mean value theorem, `ha` and `hb` evaluate the blend at the two ends, and `div_pos` gives the sign of the quotient.

## Two repulsive methods, one attractive blend

Now let $E_1=E_2+c$ on $[a,b]$, and let the common slope satisfy

$$-\frac{c}{b-a}<E_2'(R)<0\qquad\text{for } a<R<b.$$

A negative slope means that the energy falls as the distance grows, which is repulsion. Both methods are repulsive throughout the open window, because adding a constant does not change a slope. The two bounds together already force $c>0$.

The mean value theorem for $E_2$ gives a point $x$ in $(a,b)$ with

$$\frac{E_2(b)-E_2(a)}{b-a}=E_2'(x)>-\frac{c}{b-a}.$$

Hence $E_2(b)-E_2(a)>-c$, and so $E_1(b)=E_2(b)+c>E_2(a)$. The energy $E_2$ falls by less than the offset, the blend ends higher than it began, and the previous result gives a point where its slope is positive.

```lean
/-- Let the switch and both energies be continuous on `[a, b]`, with `E₁ = E₂ + c` there. Inside,
let the switch be differentiable and let the common slope of the energies lie strictly between
`-c/(b - a)` and 0. Let the switch go from 0 at `a` to 1 at `b`. Both energies then have negative
slope throughout `(a, b)`, yet their blend has positive slope somewhere in it. -/
theorem spurious_positive_slope {s E₁ E₂ D : ℝ → ℝ} {a b c : ℝ} (hab : a < b)
    (hs : ContinuousOn s (Icc a b)) (ds : ∀ R ∈ Ioo a b, DifferentiableAt ℝ s R)
    (hsa : s a = 0) (hsb : s b = 1)
    (h₂ : ContinuousOn E₂ (Icc a b)) (hD : ∀ R ∈ Ioo a b, HasDerivAt E₂ (D R) R)
    (hE : ∀ R ∈ Icc a b, E₁ R = E₂ R + c)
    (hlow : ∀ R ∈ Ioo a b, -c / (b - a) < D R) (hneg : ∀ R ∈ Ioo a b, D R < 0) :
    (∀ R ∈ Ioo a b, deriv E₁ R < 0 ∧ deriv E₂ R < 0) ∧
      ∃ R ∈ Ioo a b, 0 < deriv (blend s E₁ E₂) R := by
  have h₁ : ContinuousOn E₁ (Icc a b) := (h₂.add continuousOn_const).congr hE
  have hD₁ : ∀ R ∈ Ioo a b, HasDerivAt E₁ (D R) R := fun R hR =>
    ((hD R hR).add_const c).congr_of_eventuallyEq
      (Filter.eventually_of_mem (Icc_mem_nhds hR.1 hR.2) hE)
  -- the second energy falls by less than the offset over the window
  have hgap : E₂ a < E₁ b := by
    obtain ⟨x, hx, hxe⟩ := exists_hasDerivAt_eq_slope E₂ D hab h₂ hD
    have h := hlow x hx
    rw [hxe, div_lt_div_iff_of_pos_right (sub_pos.2 hab)] at h
    have hb := hE b (right_mem_Icc.2 hab.le)
    linarith
  refine ⟨fun R hR => ?_, ?_⟩
  · rw [(hD₁ R hR).deriv, (hD R hR).deriv]
    exact ⟨hneg R hR, hneg R hR⟩
  · exact exists_pos_slope hab hs h₁ h₂ ds (fun R hR => (hD₁ R hR).differentiableAt)
      (fun R hR => (hD R hR).differentiableAt) hsa hsb hgap
```

The function `D` holds the slope of $E_2$ inside the window, `hlow` and `hneg` are its two bounds, and `hE` is the constant offset. The conclusion has two parts: both derivatives are negative at every interior point, and the derivative of the blend is positive at some interior point. The theorem does not say where that point lies or how strong the attraction is.

In the proof, `hD₁` transfers the slope of $E_2$ to $E_1$. This works at interior points because the offset equation holds in a whole neighbourhood of each. The block for `hgap` is the estimate above: `exists_hasDerivAt_eq_slope` supplies $x$, `div_lt_div_iff_of_pos_right` removes the common denominator $b-a$, and `linarith` adds the offset. The last line applies `exists_pos_slope`.

For schemes that pass from RPA to another method as fragments separate, the result shows, in this model with a single distance and a constant offset, that agreement of the forces is not enough for a sound blend. Subtracting $c$ from $E_1$ before blending removes the effect here, since the two energies then coincide on the window.

## A smooth start gives a local minimum

The blend can also have a well. Suppose that the switch starts with zero slope, $s'(a)=0$, as it does when it joins smoothly to the region where it vanishes. Then the slope formula at $a$ reduces to $E'(a)=E_2'(a)$. If this is negative, some $y$ in $(a,b)$ has $E(y)<E(a)=E_2(a)$.

The continuous function $E$ has a minimum on the compact window, at a point $x$ say, and $E(x)\le E(y)<E_2(a)$. So $x\ne a$. If also $E_2(a)\le E_1(b)=E(b)$, then $x\ne b$. The minimum lies inside the window and is therefore a local minimum of $E$.

```lean
/-- Let the switch and both energies be continuous on `[a, b]` and differentiable at `a`, and let
the switch go from 0 to 1, starting with zero slope. If the second energy has negative slope at
`a`, and its value there does not exceed the first energy at `b`, the blend has a local minimum
inside the window, lower than the second energy at `a`. -/
theorem spurious_minimum {s E₁ E₂ : ℝ → ℝ} {a b d₁ d₂ : ℝ} (hab : a < b)
    (hs : ContinuousOn s (Icc a b)) (h₁ : ContinuousOn E₁ (Icc a b))
    (h₂ : ContinuousOn E₂ (Icc a b)) (hsa : s a = 0) (hsb : s b = 1)
    (ds : HasDerivAt s 0 a) (hd₁ : HasDerivAt E₁ d₁ a) (hd₂ : HasDerivAt E₂ d₂ a)
    (hneg : d₂ < 0) (hgap : E₂ a ≤ E₁ b) :
    ∃ R ∈ Ioo a b, IsLocalMin (blend s E₁ E₂) R ∧ blend s E₁ E₂ R < E₂ a := by
  have ha : blend s E₁ E₂ a = E₂ a := by simp [blend, hsa]
  have hb : blend s E₁ E₂ b = E₁ b := by simp [blend, hsb]
  have hd : HasDerivAt (blend s E₁ E₂) d₂ a :=
    (hasDerivAt_blend ds hd₁ hd₂).congr_deriv (by rw [hsa]; ring)
  -- just beyond `a` the blend lies below its starting value
  have ht : Tendsto (slope (blend s E₁ E₂) a) (𝓝[>] a) (𝓝 d₂) :=
    (hasDerivAt_iff_tendsto_slope.mp hd).mono_left
      (nhdsWithin_mono a (fun y hy => (mem_Ioi.mp hy).ne'))
  obtain ⟨y, hy, hyI⟩ :=
    ((ht.eventually_lt_const hneg).and (Ioo_mem_nhdsGT hab)).exists
  have hylt : blend s E₁ E₂ y < blend s E₁ E₂ a := by
    by_contra hcon
    rw [slope_def_field] at hy
    exact absurd hy (not_lt_of_ge
      (div_nonneg (sub_nonneg.2 (not_lt.1 hcon)) (sub_nonneg.2 hyI.1.le)))
  -- the minimum over the window therefore avoids both ends
  obtain ⟨x, hx, hmin⟩ := isCompact_Icc.exists_isMinOn
    (nonempty_Icc.2 hab.le) (continuousOn_blend hs h₁ h₂)
  have hxy : blend s E₁ E₂ x ≤ blend s E₁ E₂ y := hmin (Ioo_subset_Icc_self hyI)
  have hxlt : blend s E₁ E₂ x < E₂ a := by linarith
  have hxa : a ≠ x := by
    rintro rfl
    linarith
  have hxb : x ≠ b := by
    rintro rfl
    linarith
  have hxI : x ∈ Ioo a b := ⟨lt_of_le_of_ne hx.1 hxa, lt_of_le_of_ne hx.2 hxb⟩
  exact ⟨x, hxI, hmin.isLocalMin (Icc_mem_nhds hxI.1 hxI.2), hxlt⟩
```

Here the derivatives at $a$ are two-sided, so this theorem does use the behaviour of the functions just below $a$. The offset between the methods may be constant but need not be, and the only slope of a method whose sign is restricted is that of $E_2$ at $a$. The minimum is thus an artefact of the switch when both methods are known to be repulsive across the window, as in the preceding theorem; in general, one of the methods might have a minimum itself.

In the proof, `ht` says that the difference quotients from the right tend to $E_2'(a)$, so one of them is negative, and this yields `y`. `isCompact_Icc.exists_isMinOn` supplies the minimum, and `hxa` and `hxb` exclude the two ends.

## The threshold for a linear switch

For the linear switch $s'=1/(b-a)$, and with $E_1=E_2+c$ the slope formula becomes

$$E'(R)=E_2'(R)+\frac{c}{b-a}.$$

At a point $R$ inside the window, the blend is repulsive exactly when $c<-E_2'(R)\,(b-a)$.

```lean
/-- For a first energy equal to the second plus a constant `c`, and the linear switch on a window
`a < b`, the blend has negative slope at `R` exactly when `c` is less than `-d (b - a)`, where `d`
is the slope of the second energy at `R`. -/
theorem linearSwitch_slope_neg_iff {E₂ : ℝ → ℝ} {a b c d R : ℝ} (hab : a < b)
    (h₂ : HasDerivAt E₂ d R) :
    deriv (blend (linearSwitch a b) (fun x => E₂ x + c) E₂) R < 0 ↔ c < -d * (b - a) := by
  have hpos : 0 < b - a := sub_pos.2 hab
  have hne : b - a ≠ 0 := hpos.ne'
  have hs : HasDerivAt (linearSwitch a b) (1 / (b - a)) R :=
    ((hasDerivAt_id R).sub_const a).div_const (b - a)
  have h : HasDerivAt (blend (linearSwitch a b) (fun x => E₂ x + c) E₂)
      (linearSwitch a b R * d + (1 - linearSwitch a b R) * d
        + 1 / (b - a) * ((E₂ R + c) - E₂ R)) R :=
    hasDerivAt_blend hs (h₂.add_const c) h₂
  -- the switch adds the constant slope `c / (b - a)`
  have hval : linearSwitch a b R * d + (1 - linearSwitch a b R) * d
      + 1 / (b - a) * ((E₂ R + c) - E₂ R) = (d * (b - a) + c) / (b - a) := by
    rw [add_div, mul_div_cancel_right₀ d hne]
    ring
  rw [h.deriv, hval, div_lt_iff₀ hpos, zero_mul]
  constructor <;> intro hlt <;> linarith

end

end DistanceSwitchedBlend
```

The number `d` is $E_2'(R)$, and the first energy is written directly as `fun x => E₂ x + c`. The step `hval` simplifies the general slope formula to a single fraction, and `div_lt_iff₀` multiplies the inequality by the positive width $b-a$.

The formula also shows why the lower slope bound in the main theorem is strict. If $E_2$ is a straight line with slope exactly $-c/(b-a)$, the linear switch gives a flat blend, with no point of positive slope. When the bound does hold strictly, the linear switch makes the blend attractive at every point of the open window.

```lean
#print axioms DistanceSwitchedBlend.spurious_positive_slope
#print axioms DistanceSwitchedBlend.spurious_minimum
#print axioms DistanceSwitchedBlend.linearSwitch_slope_neg_iff
```

```
'DistanceSwitchedBlend.spurious_positive_slope' depends on axioms: [propext, Classical.choice, Quot.sound]
'DistanceSwitchedBlend.spurious_minimum' depends on axioms: [propext, Classical.choice, Quot.sound]
'DistanceSwitchedBlend.linearSwitch_slope_neg_iff' depends on axioms: [propext, Classical.choice, Quot.sound]
```
